# At zero bias, a finite undamped harmonic bath makes the golden-rule time integral diverge

For finitely many modes with Huang-Rhys factors \(S_j\ge 0\), frequencies \(w_j>0\) and inverse temperature \(\beta>0\), the zero-bias symmetrised correlation

\[
C(t)=\exp\Big[-\sum_j S_j\Big(\coth\frac{\beta w_j}{2}-\frac{\cos w_jt}{\sinh(\beta w_j/2)}\Big)\Big]
\]

never drops below \(F=\exp[-\sum_j S_j\coth(\beta w_j/4)]>0\). Its integral over \([0,T]\) therefore tends to infinity with \(T\). In a golden-rule rate calculation with constant electronic coupling and a discretised, undamped bath of displaced harmonic modes at zero bias, a finite value thus needs a further ingredient, such as a time cutoff or damping.

## The correlation and its floor

```lean
import Mathlib

open MeasureTheory Filter

namespace FiniteBathGoldenRule

noncomputable section

/-- The hyperbolic cotangent, for `x ≠ 0`. -/
def coth (x : ℝ) : ℝ := Real.cosh x / Real.sinh x
```

This defines \(\coth x=\cosh x/\sinh x\) for real \(x\ne0\). At \(x=0\) Lean's division returns 0, a value that the results below never use.

```lean
variable {ι : Type*} [Fintype ι]

/-- The zero-bias symmetrised correlation of a bath of finitely many modes with Huang-Rhys
factors `S j` and frequencies `w j` at inverse temperature `β`, for `β * w j ≠ 0`. -/
def correlation (S w : ι → ℝ) (β t : ℝ) : ℝ :=
  Real.exp (-∑ j, S j * (coth (β * w j / 2) - Real.cos (w j * t) / Real.sinh (β * w j / 2)))
```

The finite type `ι` labels the modes, and `S` and `w` assign each label a real number. Units have \(\hbar=1\). `correlation S w β t` is \(C(t)\), taken as a definition and not derived from a Hamiltonian. It describes two electronic states coupled to displaced harmonic modes, with time shifted by half the thermal imaginary time, which makes \(C\) real. Zero bias means that no oscillating energy-gap factor multiplies it. For a constant electronic coupling, the golden-rule rate is proportional to the integral of \(C\) over all times, which is twice the integral over \(t>0\) because \(C\) is even.

```lean
/-- The time-independent constant `exp (-∑ S j coth (β w j / 4))`, for `β * w j ≠ 0`. -/
def correlationFloor (S w : ι → ℝ) (β : ℝ) : ℝ :=
  Real.exp (-∑ j, S j * coth (β * w j / 4))
```

This is \(F\), which does not depend on time.

## The bound for one mode

```lean
/-- The half-angle identity for the hyperbolic cotangent at a nonzero argument. -/
theorem sinh_mul_coth_half {x : ℝ} (hx : x ≠ 0) :
    Real.sinh x * coth (x / 2) = Real.cosh x + 1 := by
  have hs : Real.sinh (x / 2) ≠ 0 := by
    rw [Ne, Real.sinh_eq_zero]
    exact div_ne_zero hx two_ne_zero
  have h1 : Real.sinh x = 2 * Real.sinh (x / 2) * Real.cosh (x / 2) := by
    rw [← Real.sinh_two_mul]
    congr 1
    ring
  have h2 : Real.cosh x = Real.cosh (x / 2) ^ 2 + Real.sinh (x / 2) ^ 2 := by
    rw [← Real.cosh_two_mul]
    congr 1
    ring
  have h3 : Real.sinh (x / 2) * coth (x / 2) = Real.cosh (x / 2) := by
    unfold coth
    exact mul_div_cancel₀ _ hs
  rw [h1, h2]
  linear_combination 2 * Real.cosh (x / 2) * h3 + Real.cosh_sq (x / 2)
```

For \(x\ne0\), the statement is \(\sinh x\,\coth(x/2)=\cosh x+1\). By hand, with \(h=x/2\),

\[
\sinh x\,\coth h=2\sinh h\cosh h\,\frac{\cosh h}{\sinh h}=2\cosh^2h=(\cosh^2h+\sinh^2h)+1=\cosh x+1 .
\]

In Lean, `h1` and `h2` are the double-angle formulas, `h3` cancels \(\sinh h\), and `linear_combination` assembles them with \(\cosh^2h=\sinh^2h+1\).

```lean
/-- For `x > 0` and `c ≥ -1`, the expression `coth x - c / sinh x` is at most `coth (x / 2)`. -/
theorem mode_le {x c : ℝ} (hx : 0 < x) (hc : -1 ≤ c) :
    coth x - c / Real.sinh x ≤ coth (x / 2) := by
  have hs : 0 < Real.sinh x := Real.sinh_pos_iff.mpr hx
  have h : coth (x / 2) = (Real.cosh x + 1) / Real.sinh x := by
    rw [eq_div_iff hs.ne', mul_comm]
    exact sinh_mul_coth_half hx.ne'
  rw [h, coth, ← sub_div, div_le_div_iff_of_pos_right hs]
  linarith
```

Here \(x\) stands for \(\beta w_j/2\) and \(c\) for \(\cos w_jt\). Since \(\sinh x>0\) and \(-c\le1\),

\[
\coth x-\frac{c}{\sinh x}=\frac{\cosh x-c}{\sinh x}\le\frac{\cosh x+1}{\sinh x}=\coth\frac x2 .
\]

The rewriting puts both sides over \(\sinh x\); `linarith` compares the numerators.

```lean
/-- For `x > 0`, the expression `coth x - c / sinh x` equals `coth (x / 2)` exactly when `c = -1`.
-/
theorem mode_eq_iff {x c : ℝ} (hx : 0 < x) :
    coth x - c / Real.sinh x = coth (x / 2) ↔ c = -1 := by
  have hs : 0 < Real.sinh x := Real.sinh_pos_iff.mpr hx
  have h : coth (x / 2) = (Real.cosh x + 1) / Real.sinh x := by
    rw [eq_div_iff hs.ne', mul_comm]
    exact sinh_mul_coth_half hx.ne'
  rw [h, coth, ← sub_div, div_left_inj' hs.ne']
  constructor <;> intro h <;> linarith
```

The same fractions are equal exactly when \(\cosh x-c=\cosh x+1\), that is, when \(c=-1\).

## The bound for the whole bath

```lean
/-- For `S j ≥ 0`, `w j > 0` and `β > 0`, the correlation never falls below the positive
constant `exp (-∑ S j coth (β w j / 4))`. -/
theorem floor_le_correlation {S w : ι → ℝ} {β : ℝ} (hS : ∀ j, 0 ≤ S j)
    (hw : ∀ j, 0 < w j) (hβ : 0 < β) (t : ℝ) :
    correlationFloor S w β ≤ correlation S w β t := by
  refine Real.exp_le_exp.mpr (neg_le_neg (Finset.sum_le_sum fun j _ => ?_))
  have hq : β * w j / 4 = β * w j / 2 / 2 := by ring
  rw [hq]
  exact mul_le_mul_of_nonneg_left
    (mode_le (half_pos (mul_pos hβ (hw j))) (Real.neg_one_le_cos _)) (hS j)
```

Multiply each mode's inequality by \(S_j\ge0\) and sum. The minus sign reverses the inequality and the exponential preserves it, so \(F\le C(t)\) for every real \(t\). The Lean proof applies these steps from the outside in.

```lean
/-- If all frequencies are odd multiples of one frequency `w₀ > 0` and `β > 0`, the
correlation equals the floor at the time `π / w₀`. -/
theorem floor_attained (S : ι → ℝ) (m : ι → ℕ) {w₀ β : ℝ} (hw : 0 < w₀) (hβ : 0 < β) :
    correlation S (fun j => (2 * m j + 1) * w₀) β (Real.pi / w₀)
      = correlationFloor S (fun j => (2 * m j + 1) * w₀) β := by
  unfold correlation correlationFloor
  refine congrArg (fun y => Real.exp (-y)) (Finset.sum_congr rfl fun j _ => ?_)
  have hq : β * ((2 * m j + 1) * w₀) / 4 = β * ((2 * m j + 1) * w₀) / 2 / 2 := by ring
  have hpos : 0 < β * ((2 * m j + 1) * w₀) / 2 := by positivity
  -- every mode is half a period out of phase at this time
  have hc : Real.cos ((2 * m j + 1) * w₀ * (Real.pi / w₀)) = -1 := by
    have ha : (2 * m j + 1) * w₀ * (Real.pi / w₀) = m j * (2 * Real.pi) + Real.pi := by
      field_simp
    rw [ha, Real.cos_nat_mul_two_pi_add_pi]
  rw [hq, (mode_eq_iff hpos).mpr hc]
```

The floor can be reached. If \(w_j=(2m_j+1)w_0\) with natural numbers \(m_j\), then at \(t=\pi/w_0\) each phase is \(w_jt=2\pi m_j+\pi\). Every cosine is \(-1\), and `mode_eq_iff` turns each term into its floor value.

Take one mode with \(S=1\), \(w=1\) and \(\beta=4\ln2\). Then \(\beta w/2=2\ln2\), so \(\cosh=17/8\) and \(\sinh=15/8\), giving

\[
C(t)=\exp\Big[-\frac{17-8\cos t}{15}\Big].
\]

It oscillates between \(e^{-3/5}\approx0.549\) at \(t=0\) and \(F=e^{-5/3}\approx0.189\) at \(t=\pi\). By \(T=100\) the integral is at least \(100F\approx18.9\).

## Divergence with growing cutoff

```lean
theorem continuous_correlation (S w : ι → ℝ) (β : ℝ) : Continuous (correlation S w β) := by
  unfold correlation
  fun_prop
```

\(C\) is continuous in time, so it can be integrated over any finite interval.

```lean
/-- For `S j ≥ 0`, `w j > 0` and `β > 0`, the integral of the correlation over `[0, T]`
tends to infinity as the cutoff time `T` grows. -/
theorem golden_rule_integral_diverges {S w : ι → ℝ} {β : ℝ} (hS : ∀ j, 0 ≤ S j)
    (hw : ∀ j, 0 < w j) (hβ : 0 < β) :
    Tendsto (fun T : ℝ => ∫ t in (0 : ℝ)..T, correlation S w β t) atTop atTop := by
  have hlin : Tendsto (fun T : ℝ => T * correlationFloor S w β) atTop atTop :=
    tendsto_id.atTop_mul_const (Real.exp_pos _)
  refine tendsto_atTop_mono' atTop ?_ hlin
  filter_upwards [eventually_ge_atTop (0 : ℝ)] with T hT
  -- integrate the constant lower bound
  have h := intervalIntegral.integral_mono_on hT
    (continuous_const.intervalIntegrable (μ := volume) 0 T)
    ((continuous_correlation S w β).intervalIntegrable (μ := volume) 0 T)
    (fun t _ => floor_le_correlation hS hw hβ t)
  rwa [intervalIntegral.integral_const, sub_zero, smul_eq_mul] at h
```

`Tendsto … atTop atTop` says that the integral tends to \(+\infty\) as \(T\to+\infty\). For \(T\ge0\),

\[
\int_0^T C(t)\,dt\ge\int_0^T F\,dt=TF\to\infty .
\]

`hlin` is the divergence of \(TF\), and `integral_mono_on` integrates the lower bound.

```lean
/-- For `S j ≥ 0`, `w j > 0` and `β > 0`, the correlation is not integrable over all
positive times. -/
theorem correlation_not_integrable {S w : ι → ℝ} {β : ℝ} (hS : ∀ j, 0 ≤ S j)
    (hw : ∀ j, 0 < w j) (hβ : 0 < β) :
    ¬ IntegrableOn (correlation S w β) (Set.Ioi 0) := fun h =>
  not_tendsto_nhds_of_tendsto_atTop (golden_rule_integral_diverges hS hw hβ) _
    (intervalIntegral_tendsto_integral_Ioi 0 h tendsto_id)
```

`Set.Ioi 0` is the half-line \(t>0\). If \(C\) were integrable there, the integrals up to \(T\) would approach a finite number, contradicting the divergence.

## What damping changes

```lean
/-- For `S j ≥ 0`, `w j > 0` and `β > 0`, a damping factor `exp (-γ t)` with `γ > 0` makes
the correlation integrable over positive times, and the integral is at least the floor
divided by `γ`. -/
theorem damped_integral {S w : ι → ℝ} {β γ : ℝ} (hS : ∀ j, 0 ≤ S j)
    (hw : ∀ j, 0 < w j) (hβ : 0 < β) (hγ : 0 < γ) :
    IntegrableOn (fun t => correlation S w β t * Real.exp (-γ * t)) (Set.Ioi 0) ∧
    correlationFloor S w β / γ
      ≤ ∫ t in Set.Ioi (0 : ℝ), correlation S w β t * Real.exp (-γ * t) := by
  have hexp : IntegrableOn (fun t : ℝ => Real.exp (-γ * t)) (Set.Ioi 0) :=
    integrableOn_exp_mul_Ioi (neg_lt_zero.mpr hγ) 0
  -- the correlation is at most one, because cos ≤ 1 ≤ cosh
  have hone : ∀ t, correlation S w β t ≤ 1 := fun t => by
    refine Real.exp_le_one_iff.mpr (neg_nonpos.mpr (Finset.sum_nonneg fun j _ => ?_))
    have hs : 0 < Real.sinh (β * w j / 2) :=
      Real.sinh_pos_iff.mpr (half_pos (mul_pos hβ (hw j)))
    rw [coth, ← sub_div]
    refine mul_nonneg (hS j) (div_nonneg ?_ hs.le)
    linarith [Real.cos_le_one (w j * t), Real.one_le_cosh (β * w j / 2)]
  have hint : IntegrableOn (fun t => correlation S w β t * Real.exp (-γ * t))
      (Set.Ioi 0) := by
    refine Integrable.mono' hexp ?_ (Eventually.of_forall fun t => ?_)
    · exact ((continuous_correlation S w β).mul (by fun_prop)).aestronglyMeasurable
    · have h0 : 0 ≤ correlation S w β t := (Real.exp_pos _).le
      rw [Real.norm_of_nonneg (mul_nonneg h0 (Real.exp_pos _).le)]
      exact mul_le_of_le_one_left (Real.exp_pos _).le (hone t)
  refine ⟨hint, ?_⟩
  have hval : ∫ t in Set.Ioi (0 : ℝ), correlationFloor S w β * Real.exp (-γ * t)
      = correlationFloor S w β / γ := by
    rw [integral_const_mul, integral_exp_mul_Ioi (neg_lt_zero.mpr hγ), mul_zero,
      Real.exp_zero, neg_div_neg_eq, mul_one_div]
  rw [← hval]
  exact integral_mono (hexp.const_mul _) hint fun t =>
    mul_le_mul_of_nonneg_right (floor_le_correlation hS hw hβ t) (Real.exp_pos _).le

end

end FiniteBathGoldenRule
```

For \(\gamma>0\), the damped correlation is integrable and its integral is at least \(F/\gamma\). The factor \(e^{-\gamma t}\) is put in by hand and stands for loss of coherence to degrees of freedom absent from the finite bath.

Since \(\cos w_jt\le1\le\cosh(\beta w_j/2)\), the exponent of \(C\) is nonpositive and \(0<C\le1\); this is `hone`. Hence \(Ce^{-\gamma t}\le e^{-\gamma t}\), which is integrable. From below,

\[
\int_0^\infty C(t)e^{-\gamma t}\,dt\ge F\int_0^\infty e^{-\gamma t}\,dt=\frac F\gamma .
\]

`hval` evaluates the last integral. In the one-mode example the bound is about \(1.89\) for \(\gamma=0.1\) and \(18.9\) for \(\gamma=0.01\): weaker damping pushes the result up without limit.

```lean
#print axioms FiniteBathGoldenRule.floor_attained
-- 'FiniteBathGoldenRule.floor_attained' depends on axioms: [propext, Classical.choice, Quot.sound]
#print axioms FiniteBathGoldenRule.golden_rule_integral_diverges
-- 'FiniteBathGoldenRule.golden_rule_integral_diverges' depends on axioms: [propext, Classical.choice, Quot.sound]
#print axioms FiniteBathGoldenRule.correlation_not_integrable
-- 'FiniteBathGoldenRule.correlation_not_integrable' depends on axioms: [propext, Classical.choice, Quot.sound]
#print axioms FiniteBathGoldenRule.damped_integral
-- 'FiniteBathGoldenRule.damped_integral' depends on axioms: [propext, Classical.choice, Quot.sound]
```
